# The momentum threshold for Brown–Ravenhall degeneracy and the weight of a one-dimensional Gaussian orbital above it

## Energies, pairs and orbitals

Two electrons bound in an atom have a total energy below twice their rest energy. If the Dirac Hamiltonian of the pair is used without projection onto positive energies, the same total energy is also available to a pair with one electron high in the positive continuum and the other in the negative continuum. This degeneracy is the origin of the Brown–Ravenhall disease. The question here is which momenta the positive-energy electron can have in such a pair, and how much of a one-dimensional Gaussian orbital lies at those momenta.

Units are \(\hbar = c = 1\). A free electron of mass \(m>0\) and momentum \(p\) has the energies \(\pm E(p)\), with
\[
E(p)=\sqrt{m^2+|p|^2}.
\]
The bound pair has energy \(2m-b\), where \(b\) is its binding energy, and \(b<2m\) keeps this total positive. A positive-energy electron of momentum \(p\) and a negative-energy electron of momentum \(q\) are degenerate with it when
\[
E(p)-E(q)=2m-b .
\]
The threshold momentum \(p_0>0\) is defined by
\[
p_0^2=(3m-b)^2-m^2=(2m-b)(4m-b).
\]
The orbital is \(\varphi(x)=(2\alpha/\pi)^{1/4}e^{-\alpha x^2}\) in one dimension, with exponent \(\alpha>0\), and \(n(p)\) denotes its momentum density.

**Claim.** A partner \(q\) exists for \(p\) exactly when \(|p|^2\ge p_0^2\). The orbital has weight at most \(e^{-p_0^2/(2\alpha)}\) on these momenta, so a weight of at least \(\varepsilon\), with \(0<\varepsilon<1\), requires \(\alpha\ge p_0^2/(2\ln(1/\varepsilon))\).

## Derivation of the threshold and the weight

**The threshold.** Suppose that \(p\) and \(q\) are degenerate with the bound pair. Since \(E(q)\ge m\),
\[
E(p)=2m-b+E(q)\ge 3m-b>0 ,
\]
and squaring gives \(|p|^2\ge p_0^2\).

Conversely, let \(|p|^2\ge p_0^2\). Then \(E(p)\ge 3m-b\), so \(e=E(p)-(2m-b)\) is at least \(m\). Because \(p_0^2>0\), the momentum \(p\) is not zero, and
\[
q=\sqrt{e^2-m^2}\;\frac{p}{|p|}
\]
is well defined. It has \(E(q)=\sqrt{m^2+e^2-m^2}=e\), which is the required energy balance.

**The momentum density.** Completing the square,
\[
-\alpha x^2-ipx=-\alpha\Bigl(x+\frac{ip}{2\alpha}\Bigr)^2-\frac{p^2}{4\alpha},
\]
so the Fourier integral of \(e^{-\alpha x^2}\) is \(\sqrt{\pi/\alpha}\,e^{-p^2/(4\alpha)}\). With the factor \(1/\sqrt{2\pi}\) of the transform,
\[
n(p)=\frac{1}{2\pi}\sqrt{\frac{2\alpha}{\pi}}\;\frac{\pi}{\alpha}\,e^{-p^2/(2\alpha)}
=\frac{e^{-p^2/(2\alpha)}}{\sqrt{2\pi\alpha}} .
\]
This is a normal density of mean zero and variance \(\alpha\), and its integral is one.

**The tail.** Let \(k\ge0\) and \(p=k+y\) with \(y\ge0\). Then \(p^2=k^2+2ky+y^2\ge k^2+y^2\), hence \(n(p)\le e^{-k^2/(2\alpha)}n(y)\), and
\[
\int_k^\infty n(p)\,dp\le e^{-k^2/(2\alpha)}\int_0^\infty n(y)\,dy .
\]
The substitution \(p=-k+y\) with \(y\le0\) gives the same bound for the left tail, with the integral of \(n\) over the negative half-line. The two half-lines together carry weight one, so
\[
\int_{|p|\ge k}n(p)\,dp\le e^{-k^2/(2\alpha)} .
\]

**The exponent.** Setting \(k=p_0\) gives the bound on the degenerate momenta, meaning those momenta of the positive-energy electron for which a partner exists. If their weight is at least \(\varepsilon\), then \(\ln\varepsilon\le-p_0^2/(2\alpha)\), which rearranges to the stated bound on \(\alpha\).

For weak binding, \(b\approx0\), the threshold is \(p_0^2\approx8m^2\) and the condition becomes \(\alpha\gtrsim4m^2/\ln(1/\varepsilon)\). By this bound a weight of two per cent needs \(\alpha\) of at least about \(m^2\), a Gaussian no wider than about the reduced Compton wavelength \(1/m\). The bound is not sharp: the exact normal tail reaches two per cent at \(\alpha\approx1.5\,m^2\). Smaller weights lower the required exponent, but only logarithmically.

This is a lower bound on the exponent at which the degenerate momenta reach a given weight, within a model of free energies and a single one-dimensional Gaussian. The dimension matters: for the normalised Gaussian proportional to \(e^{-\alpha r^2}\) in three dimensions, the weight on \(|p|\ge k\) exceeds \(e^{-k^2/(2\alpha)}\) for every \(k>0\), so neither the bound on the weight nor the one on the exponent carries over unchanged. The energy balance says which free pairs are degenerate with the bound pair, not how strongly the interaction mixes them with it.

## The definitions in Lean

Momenta belong to a real normed space `V`, so the threshold holds in one, two or three dimensions alike.

```lean
import Mathlib

open MeasureTheory Set
open scoped Real

namespace BrownRavenhall

noncomputable section

variable {V : Type*} [NormedAddCommGroup V] [NormedSpace ℝ V]
```

The function `energy` is the positive root \(E(p)\). The energy of a negative-energy electron is minus this value.

```lean
/-- Relativistic energy of a free particle of mass `m` and momentum `p`, with `c = 1`. -/
def energy (m : ℝ) (p : V) : ℝ := √(m ^ 2 + ‖p‖ ^ 2)
```

Degeneracy is the energy balance alone. Conservation of total momentum is not imposed, and spin does not enter.

```lean
/-- A positive-energy electron of momentum `p` and a negative-energy electron of momentum `q`
have together the energy `2m - b` of an electron pair with binding energy `b`. -/
def IsDegenerate (m b : ℝ) (p q : V) : Prop := energy m p - energy m q = 2 * m - b
```

The name `thresholdSq` stands for \(p_0^2\), not for \(p_0\).

```lean
/-- The expression `(3m - b)² - m²`, which for `m > 0` and `b < 2m` is the square of the threshold
momentum. -/
def thresholdSq (m b : ℝ) : ℝ := (3 * m - b) ^ 2 - m ^ 2
```

The nested square root in the orbital is the fourth root of \(2\alpha/\pi\).

```lean
/-- The normalized one-dimensional Gaussian orbital of exponent `α > 0`. -/
def gaussianOrbital (α x : ℝ) : ℝ := √(√(2 * α / π)) * Real.exp (-α * x ^ 2)
```

The momentum density is defined through the Fourier integral, with the symmetric factor \(1/\sqrt{2\pi}\). Its Gaussian form is therefore a result and not an assumption.

```lean
/-- The momentum density of the Gaussian orbital of exponent `α > 0`: the squared modulus of its
Fourier transform, with `ħ = 1`. -/
def momentumDensity (α p : ℝ) : ℝ :=
  ‖(∫ x : ℝ, Complex.exp (-(Complex.I * p * x)) * (gaussianOrbital α x : ℂ)) /
    ((√(2 * π) : ℝ) : ℂ)‖ ^ 2
```

## Which momenta have a degenerate partner

The first theorem states \(p_0^2>0\). It follows from \(p_0^2=(2m-b)^2+2m(2m-b)\), whose two terms are the hints given to `nlinarith`.

```lean
/-- For `m > 0` and `b < 2m` the square of the threshold momentum is positive. -/
theorem thresholdSq_pos {m b : ℝ} (hm : 0 < m) (hb : b < 2 * m) : 0 < thresholdSq m b := by
  unfold thresholdSq
  nlinarith [mul_pos (sub_pos.mpr hb) hm, sq_nonneg (2 * m - b)]
```

The equivalence is stated for every `p` in `V`. In the forward direction `h1` is \(E(q)\ge m\) and `h2` is \(E(p)\ge3m-b\); the last line squares. In the backward direction `hp` excludes \(p=0\), `e` is the energy left for the partner, and the witness is the vector parallel to \(p\) constructed above. The facts `hn` and `hE` compute its norm and its energy.

```lean
/-- For `m > 0` and `b < 2m`, an electron of momentum `p` has a negative-energy partner that makes
the two degenerate with the bound pair exactly when `p² ≥ (3m - b)² - m²`. -/
theorem exists_degenerate_iff {m b : ℝ} (hm : 0 < m) (hb : b < 2 * m) (p : V) :
    (∃ q : V, IsDegenerate m b p q) ↔ thresholdSq m b ≤ ‖p‖ ^ 2 := by
  have hsq : energy m p ^ 2 = m ^ 2 + ‖p‖ ^ 2 := Real.sq_sqrt (by positivity)
  constructor
  · rintro ⟨q, hq⟩
    -- the negative-energy electron lies at least `m` below zero
    have h1 : m ≤ energy m q := (Real.le_sqrt' hm).mpr (by nlinarith [sq_nonneg ‖q‖])
    unfold IsDegenerate at hq
    have h2 : 3 * m - b ≤ energy m p := by linarith
    unfold thresholdSq
    nlinarith
  · intro h
    have hp : 0 < ‖p‖ := by
      have h0 := thresholdSq_pos hm hb
      rcases (norm_nonneg p).eq_or_lt with h1 | h1
      · rw [← h1] at h
        norm_num at h
        linarith
      · exact h1
    have h2 : 3 * m - b ≤ energy m p :=
      (Real.le_sqrt' (by linarith)).mpr (by unfold thresholdSq at h; linarith)
    -- the partner must have energy `e`; take its momentum parallel to `p`
    obtain ⟨e, he⟩ : ∃ e, e = energy m p - (2 * m - b) := ⟨_, rfl⟩
    have hem : m ≤ e := by linarith
    have hs : 0 ≤ e ^ 2 - m ^ 2 := by nlinarith
    refine ⟨(√(e ^ 2 - m ^ 2) / ‖p‖) • p, ?_⟩
    have hn : ‖(√(e ^ 2 - m ^ 2) / ‖p‖) • p‖ = √(e ^ 2 - m ^ 2) := by
      rw [norm_smul, Real.norm_of_nonneg (by positivity), div_mul_cancel₀ _ hp.ne']
    have hE : energy m ((√(e ^ 2 - m ^ 2) / ‖p‖) • p) = e := by
      rw [energy, hn, Real.sq_sqrt hs, add_sub_cancel, Real.sqrt_sq (by linarith)]
    rw [IsDegenerate, hE]
    linarith
```

## The Gaussian momentum density

The next theorem evaluates the density for \(\alpha>0\). Mathlib's `fourierIntegral_gaussian` takes the place of completing the square; it is applied at \(-p\) because its phase has the opposite sign. `hint` brings the integral of the orbital into that form. Then `h1`, `h2` and `h3` give the squared moduli of the factors, and `h5` supplies the identity \(\sqrt{2\alpha/\pi}\,\sqrt{2\pi\alpha}=2\alpha\) that combines the prefactors.

```lean
/-- The momentum density of a Gaussian orbital of exponent `α > 0` is the normal density with
mean zero and variance `α`. -/
theorem momentumDensity_eq {α : ℝ} (hα : 0 < α) (p : ℝ) :
    momentumDensity α p = Real.exp (-p ^ 2 / (2 * α)) / √(2 * π * α) := by
  have key := fourierIntegral_gaussian (b := (α : ℂ)) (by simpa using hα) (-(p : ℂ))
  have hint : ∫ x : ℝ, Complex.exp (-(Complex.I * p * x)) * (gaussianOrbital α x : ℂ) =
      ((√(√(2 * α / π)) : ℝ) : ℂ) * (((π / α : ℝ) : ℂ) ^ (1 / 2 : ℂ) *
        Complex.exp ((-p ^ 2 / (4 * α) : ℝ) : ℂ)) := by
    have h (x : ℝ) : Complex.exp (-(Complex.I * p * x)) * (gaussianOrbital α x : ℂ) =
        ((√(√(2 * α / π)) : ℝ) : ℂ) *
          (Complex.exp (Complex.I * -(p : ℂ) * x) * Complex.exp (-(α : ℂ) * x ^ 2)) := by
      have e : -(Complex.I * p * x) = Complex.I * -(p : ℂ) * x := by ring
      rw [e, gaussianOrbital]
      push_cast
      ring
    simp_rw [h]
    rw [integral_const_mul, key, neg_sq]
    push_cast
    rfl
  -- squared moduli of the four factors
  have h1 : ‖((π / α : ℝ) : ℂ) ^ (1 / 2 : ℂ)‖ ^ 2 = π / α := by
    have hre : (1 / 2 : ℂ).re = 1 / 2 := by norm_num
    rw [Complex.norm_cpow_eq_rpow_re_of_pos (by positivity), hre, ← Real.sqrt_eq_rpow,
      Real.sq_sqrt (by positivity)]
  have h2 : ‖Complex.exp ((-p ^ 2 / (4 * α) : ℝ) : ℂ)‖ ^ 2 = Real.exp (-p ^ 2 / (2 * α)) := by
    rw [Complex.norm_exp, Complex.ofReal_re, ← Real.exp_nat_mul]
    congr 1
    push_cast
    ring
  have h3 (y : ℝ) (hy : 0 ≤ y) : ‖((√y : ℝ) : ℂ)‖ ^ 2 = y := by
    rw [Complex.norm_real, Real.norm_eq_abs, sq_abs, Real.sq_sqrt hy]
  have h5 : √(2 * α / π) * √(2 * π * α) = 2 * α := by
    have e : 2 * α / π * (2 * π * α) = (2 * α) ^ 2 := by
      have := Real.pi_ne_zero
      field_simp
    rw [← Real.sqrt_mul (by positivity), e, Real.sqrt_sq (by positivity)]
  rw [momentumDensity, hint, norm_div, norm_mul, norm_mul, div_pow, mul_pow, mul_pow, h1, h2,
    h3 _ (Real.sqrt_nonneg _), h3 _ (by positivity),
    div_eq_div_iff (by positivity) (by positivity)]
  calc _ = (√(2 * α / π) * √(2 * π * α)) * (π / α) * Real.exp (-p ^ 2 / (2 * α)) := by ring
    _ = _ := by rw [h5]; field_simp
```

Normalisation is the Gaussian integral \(\int e^{-p^2/(2\alpha)}dp=\sqrt{2\pi\alpha}\). Integrability is stated with it, since the tail estimate needs both.

```lean
/-- For `α > 0` the momentum density is integrable and its total weight is one. -/
theorem momentumDensity_normalized {α : ℝ} (hα : 0 < α) :
    Integrable (momentumDensity α) ∧ ∫ p, momentumDensity α p = 1 := by
  have hfun : momentumDensity α =
      fun p => (√(2 * π * α))⁻¹ * Real.exp (-(1 / (2 * α)) * p ^ 2) := by
    funext p
    have e : -p ^ 2 / (2 * α) = -(1 / (2 * α)) * p ^ 2 := by ring
    rw [momentumDensity_eq hα, e, div_eq_inv_mul]
  rw [hfun]
  refine ⟨(integrable_exp_neg_mul_sq (by positivity)).const_mul _, ?_⟩
  have e : π / (1 / (2 * α)) = 2 * π * α := by
    rw [div_div_eq_mul_div, div_one]
    ring
  rw [integral_const_mul, integral_gaussian, e]
  exact inv_mul_cancel₀ (by positivity)
```

## The weight beyond a given momentum

The tail bound holds for every \(k\ge0\), and at \(k=0\) it is an equality. `hshift` is the comparison \(n(x)\le e^{-k^2/(2\alpha)}n(y)\) whenever \(k^2+y^2\le x^2\).

The functions `g` and `h` are the density restricted to the right and left half-lines. They share only the point zero, which carries no weight, so their integrals add up to one (`hsum`). `hpt` treats both tails in a single inequality on the whole line: where \(|x|\ge k\), one of the two shifted halves bounds the density, and elsewhere the left side is zero. Integrating `hpt` and using the translation invariance of the integral finishes the proof.

```lean
/-- For `α > 0` and `k ≥ 0`, the Gaussian orbital of exponent `α` has weight at most
`exp(-k²/(2α))` on the momenta with `|p| ≥ k`. -/
theorem momentum_tail_le {α k : ℝ} (hα : 0 < α) (hk : 0 ≤ k) :
    ∫ p in {p : ℝ | k ≤ |p|}, momentumDensity α p ≤ Real.exp (-k ^ 2 / (2 * α)) := by
  obtain ⟨hf, hone⟩ := momentumDensity_normalized hα
  have hS : MeasurableSet {p : ℝ | k ≤ |p|} := measurableSet_le measurable_const measurable_norm
  have hf0 (y : ℝ) : 0 ≤ momentumDensity α y := sq_nonneg _
  have hshift (x y : ℝ) (h : k ^ 2 + y ^ 2 ≤ x ^ 2) :
      momentumDensity α x ≤ Real.exp (-k ^ 2 / (2 * α)) * momentumDensity α y := by
    rw [momentumDensity_eq hα, momentumDensity_eq hα, ← mul_div_assoc, ← Real.exp_add, ← add_div]
    have h' : -x ^ 2 ≤ -k ^ 2 + -y ^ 2 := by linarith
    gcongr
  -- the two halves of the density, to be moved outwards by `k`
  let g : ℝ → ℝ := (Ici 0).indicator (momentumDensity α)
  let h : ℝ → ℝ := (Iic 0).indicator (momentumDensity α)
  have hg : Integrable g := hf.indicator measurableSet_Ici
  have hh : Integrable h := hf.indicator measurableSet_Iic
  have hg0 (y : ℝ) : 0 ≤ g y := indicator_nonneg (fun z _ => hf0 z) y
  have hh0 (y : ℝ) : 0 ≤ h y := indicator_nonneg (fun z _ => hf0 z) y
  have hsum : (∫ x, g x) + ∫ x, h x = 1 := by
    have h1 : ∫ x, g x = ∫ x in Ioi 0, momentumDensity α x := by
      rw [← integral_Ici_eq_integral_Ioi]
      exact integral_indicator measurableSet_Ici
    have h2 : ∫ x, h x = ∫ x in Iic 0, momentumDensity α x := integral_indicator measurableSet_Iic
    have h3 := integral_add_compl (measurableSet_Iic (a := (0 : ℝ))) hf
    rw [compl_Iic] at h3
    linarith
  have hpt (x : ℝ) : {p : ℝ | k ≤ |p|}.indicator (momentumDensity α) x ≤
      Real.exp (-k ^ 2 / (2 * α)) * (g (x - k) + h (x + k)) := by
    by_cases hx : k ≤ |x|
    · rw [indicator_of_mem (show x ∈ {p : ℝ | k ≤ |p|} from hx)]
      rcases le_abs.mp hx with h1 | h1
      · have e : g (x - k) = momentumDensity α (x - k) :=
          indicator_of_mem (mem_Ici.mpr (by linarith)) _
        refine (hshift x (x - k) (by nlinarith)).trans ?_
        rw [← e]
        exact mul_le_mul_of_nonneg_left (by linarith [hh0 (x + k)]) (Real.exp_pos _).le
      · have e : h (x + k) = momentumDensity α (x + k) :=
          indicator_of_mem (mem_Iic.mpr (by linarith)) _
        refine (hshift x (x + k) (by nlinarith)).trans ?_
        rw [← e]
        exact mul_le_mul_of_nonneg_left (by linarith [hg0 (x - k)]) (Real.exp_pos _).le
    · rw [indicator_of_notMem (show x ∉ {p : ℝ | k ≤ |p|} from hx)]
      exact mul_nonneg (Real.exp_pos _).le (add_nonneg (hg0 _) (hh0 _))
  have hg' : Integrable (fun x => g (x - k)) := hg.comp_sub_right k
  have hh' : Integrable (fun x => h (x + k)) := hh.comp_add_right k
  rw [← integral_indicator hS]
  refine (integral_mono (hf.indicator hS) ((hg'.add hh').const_mul _) hpt).trans_eq ?_
  rw [integral_const_mul]
  have e : ∫ x, (g (x - k) + h (x + k)) = 1 := by
    rw [integral_add hg' hh', integral_sub_right_eq_self g k, integral_add_right_eq_self h k, hsum]
  exact (congrArg _ e).trans (mul_one _)
```

## The weight on degenerate momenta and the exponent it requires

Here the two parts meet, with `V` taken to be the real line. The set of integration is described by the existence of a partner, not by the threshold. `hset` uses the equivalence to rewrite it as \(|p|\ge p_0\), and the tail bound is applied with \(k=p_0\). The weight counts the momentum of the positive-energy electron only; the partner's momentum is whatever the energy balance demands.

```lean
/-- For `m > 0`, `b < 2m` and `α > 0`, the Gaussian orbital of exponent `α` has weight at most
`exp(-((3m - b)² - m²)/(2α))` on the momenta `p` for which a positive-energy electron of momentum
`p` has a negative-energy partner degenerate with the bound pair. -/
theorem degenerate_weight_le {m b α : ℝ} (hm : 0 < m) (hb : b < 2 * m) (hα : 0 < α) :
    ∫ p in {p : ℝ | ∃ q : ℝ, IsDegenerate m b p q}, momentumDensity α p ≤
      Real.exp (-thresholdSq m b / (2 * α)) := by
  have hset : {p : ℝ | ∃ q : ℝ, IsDegenerate m b p q} = {p : ℝ | √(thresholdSq m b) ≤ |p|} := by
    ext p
    rw [Set.mem_ofPred_eq, Set.mem_ofPred_eq, exists_degenerate_iff hm hb, Real.sqrt_le_iff,
      Real.norm_eq_abs]
    exact ⟨fun h => ⟨abs_nonneg p, h⟩, fun h => h.2⟩
  have h := momentum_tail_le hα (Real.sqrt_nonneg (thresholdSq m b))
  rwa [Real.sq_sqrt (thresholdSq_pos hm hb).le, ← hset] at h
```

The last theorem takes logarithms. The condition \(\varepsilon<1\) makes \(\ln(1/\varepsilon)\) positive, so that the inequality can be divided by it. The result is a necessary condition: a smaller exponent cannot reach the weight \(\varepsilon\), while an exponent at the bound need not reach it either.

```lean
/-- Let `m > 0`, `b < 2m`, `α > 0` and `0 < ε < 1`. If the Gaussian orbital of exponent `α` has
weight at least `ε` on the momenta `p` for which a positive-energy electron of momentum `p` has a
negative-energy partner degenerate with the bound pair, then `α ≥ ((3m - b)² - m²)/(2 log(1/ε))`. -/
theorem exponent_ge_of_weight {m b α ε : ℝ} (hm : 0 < m) (hb : b < 2 * m) (hα : 0 < α)
    (hε : 0 < ε) (hε1 : ε < 1)
    (hw : ε ≤ ∫ p in {p : ℝ | ∃ q : ℝ, IsDegenerate m b p q}, momentumDensity α p) :
    thresholdSq m b / (2 * Real.log (1 / ε)) ≤ α := by
  have h := Real.log_le_log hε (hw.trans (degenerate_weight_le hm hb hα))
  rw [Real.log_exp, le_div_iff₀ (by positivity)] at h
  have hlog := Real.log_neg hε hε1
  rw [one_div, Real.log_inv, div_le_iff₀ (by linarith)]
  linarith

end

end BrownRavenhall
```

```lean
#print axioms BrownRavenhall.degenerate_weight_le
#print axioms BrownRavenhall.exponent_ge_of_weight
```

```
'BrownRavenhall.degenerate_weight_le' depends on axioms: [propext, Classical.choice, Quot.sound]
'BrownRavenhall.exponent_ge_of_weight' depends on axioms: [propext, Classical.choice, Quot.sound]
```
